# The factorial formula for the number of paths in the branching diagram of N spins ½

In the branching diagram, spins ½ are coupled one at a time, and each raises or lowers the total spin S by ½ without letting it fall below zero. The theorem `f_mul_factorial` counts the paths that reach height m = 2S after N steps: if N = m + 2k, their number `f N m` satisfies f(N,m) · (m+k+1)! · k! = (m+1) · N!. It is a statement about these lattice paths, with no Hamiltonian or spin operators in it. The proof is by induction on N using the branching recursion, and it treats separately the paths ending at height 0, the single path along the upper edge (k = 0, all steps up), and the remaining end points.

The first attempt, which Lean rejects:

```lean
import Mathlib

open Finset
open scoped Nat

namespace FMulFactorial

/-- Paths in the branching diagram: `BranchPath N m` is the type of `N`-step walks on the
nonnegative integers from `0` to `m` with steps `+1` and `-1`. The height `m` is twice the spin. -/
inductive BranchPath : ℕ → ℕ → Type
  | start : BranchPath 0 0
  | up {N m : ℕ} (w : BranchPath N m) : BranchPath (N + 1) (m + 1)
  | down {N m : ℕ} (w : BranchPath N (m + 1)) : BranchPath (N + 1) m

/-- A path that ends at height `0` arrived there from height `1`. -/
def lastStepZero (N : ℕ) : BranchPath (N + 1) 0 ≃ BranchPath N 1 where
  toFun := fun | .down w => w
  invFun := fun w => .down w
  left_inv w := by cases w; rfl
  right_inv _ := rfl

/-- A path that ends at height `m + 1` arrived there from height `m` or from height `m + 2`. -/
def lastStepSucc (N m : ℕ) :
    BranchPath (N + 1) (m + 1) ≃ BranchPath N m ⊕ BranchPath N (m + 2) where
  toFun := fun | .up w => .inl w | .down w => .inr w
  invFun := fun | .inl w => .up w | .inr w => .down w
  left_inv w := by cases w <;> rfl
  right_inv w := by cases w <;> rfl

/-- There are finitely many paths with a given number of steps and a given end point. -/
instance finite_paths : ∀ N m : ℕ, Finite (BranchPath N m)
  | 0, m => by
    have : Subsingleton (BranchPath 0 m) := ⟨fun a b => by cases a; cases b; rfl⟩
    infer_instance
  | N + 1, 0 => by
    have := finite_paths N 1
    exact Finite.of_equiv _ (lastStepZero N).symm
  | N + 1, m + 1 => by
    have := finite_paths N m
    have := finite_paths N (m + 2)
    exact Finite.of_equiv _ (lastStepSucc N m).symm

/-- The branching-diagram number `f(N,m)`: how many `N`-step paths end at height `m`. -/
noncomputable def f (N m : ℕ) : ℕ := Nat.card (BranchPath N m)

/-- The branching recursion: one path of no steps, and each number is the sum of its neighbours
in the previous column. -/
theorem f_recursion : f 0 0 = 1 ∧ (∀ N, f (N + 1) 0 = f N 1) ∧
    ∀ N m, f (N + 1) (m + 1) = f N m + f N (m + 2) := by
  refine ⟨?_, fun N => Nat.card_congr (lastStepZero N), fun N m => ?_⟩
  · exact Nat.card_eq_one_iff_unique.mpr
      ⟨⟨fun a b => by cases a; cases b; rfl⟩, ⟨.start⟩⟩
  · unfold f
    rw [Nat.card_congr (lastStepSucc N m), Nat.card_sum]

/-- No path of `N` steps ends above height `N`. -/
theorem f_eq_zero : ∀ N m : ℕ, N < m → f N m = 0 := by
  intro N
  induction N with
  | zero =>
    intro m h
    obtain ⟨k, rfl⟩ : ∃ k, m = k + 1 := ⟨m - 1, by omega⟩
    have : IsEmpty (BranchPath 0 (k + 1)) := ⟨fun w => by cases w⟩
    exact Nat.card_of_isEmpty
  | succ N ih =>
    intro m h
    obtain ⟨k, rfl⟩ : ∃ k, m = k + 1 := ⟨m - 1, by omega⟩
    rw [f_recursion.2.2, ih k (by omega), ih (k + 2) (by omega)]

/-- Factorial formula: for `N = m + 2k`, `f(N,m) (m+k+1)! k! = (m+1) N!`. -/
theorem f_mul_factorial : ∀ N m k : ℕ, N = m + 2 * k →
    f N m * ((m + k + 1)! * k !) = (m + 1) * N ! := by
  intro N
  induction N with
  | zero =>
    intro m k h
    obtain ⟨rfl, rfl⟩ : m = 0 ∧ k = 0 := by omega
    simp [f_recursion.1]
  | succ N ih =>
    intro m k h
    rcases m with _ | m
    · obtain ⟨j, rfl⟩ : ∃ j, k = j + 1 := ⟨k - 1, by omega⟩
      have e := ih 1 j (by omega)
      rw [f_recursion.2.1, show 0 + (j + 1) + 1 = 1 + j + 1 by omega,
        Nat.factorial_succ j, Nat.factorial_succ N]
      calc f N 1 * ((1 + j + 1)! * ((j + 1) * j !))
          = (j + 1) * (f N 1 * ((1 + j + 1)! * j !)) := by ring
        _ = _ := by rw [e, show N = 2 * j + 1 by omega]; ring
    · rcases k with _ | j
      · have e := ih m 0 (by omega)
        rw [f_recursion.2.2, f_eq_zero N (m + 2) (by omega), add_zero,
          show m + 1 + 0 + 1 = (m + 0 + 1) + 1 by omega,
          Nat.factorial_succ (m + 0 + 1), Nat.factorial_succ N]
        calc f N m * ((m + 0 + 1 + 1) * (m + 0 + 1)! * 0 !)
            = (m + 2) * (f N m * ((m + 0 + 1)! * 0 !)) := by ring
          _ = _ := by rw [e, show N = m by omega]; ring
      · have e1 := ih m (j + 1) (by omega)
        have e2 := ih (m + 2) j (by omega)
        have a : (m + 1 + (j + 1) + 1)! = (m + j + 3) * (m + (j + 1) + 1)! := by
          rw [show m + 1 + (j + 1) + 1 = (m + (j + 1) + 1) + 1 by omega,
            Nat.factorial_succ (m + (j + 1) + 1)]
          ring
        rw [show m + 2 + j + 1 = m + 1 + (j + 1) + 1 by omega] at e2
        rw [f_recursion.2.2]
        calc (f N m + f N (m + 2)) * ((m + 1 + (j + 1) + 1)! * (j + 1)!)
            = (m + j + 3) * (f N m * ((m + (j + 1) + 1)! * (j + 1)!)) +
              (j + 1) * (f N (m + 2) * ((m + 1 + (j + 1) + 1)! * j !)) := by
              rw [a, Nat.factorial_succ j]; ring
          _ = _ := by
              rw [e1, e2, Nat.factorial_succ N, show N = m + 2 * j + 2 by omega]; ring

end FMulFactorial
```

Messages:

```
Main.lean:96:51: error: No goals to be solved
```

After these edits no error is left:

```diff
@@ -94,5 +94,5 @@
         calc f N m * ((m + 0 + 1 + 1) * (m + 0 + 1)! * 0 !)
             = (m + 2) * (f N m * ((m + 0 + 1)! * 0 !)) := by ring
-          _ = _ := by rw [e, show N = m by omega]; ring
+          _ = _ := by rw [e, show N = m by omega]
       · have e1 := ih m (j + 1) (by omega)
         have e2 := ih (m + 2) j (by omega)
```

What went wrong. The message "No goals to be solved" points at the `ring` that ends the upper-edge case, k = 0. Nothing was left for it to prove.

The `rw` before it puts in the induction hypothesis `e` and replaces `N` by `m`. The goal is then (m + 2) · ((m + 1) · m!) = (m + 1 + 1) · ((m + 1) · m!). The two sides differ only in `m + 2` against `m + 1 + 1`, which are equal by definition in the natural numbers. After rewriting, `rw` tries to close the goal by `rfl`, and here that succeeds, so the `ring` that follows fails for want of a goal.

The repair deletes that `ring` and leaves the rest of the proof as it was.
